# The two-potential formula for T-matrices, with $1-gV$ and $1-g(V+W)$ invertible

The free propagator $g$ and the two potentials $V$ and $W$ are modelled here as elements of an arbitrary ring $R$ with unit. A ring has addition and an associative product that need not commute, but no norm, basis or inner product. An inverse is therefore purely algebraic, and no Born series has to converge. The choice covers square matrices of any finite size, as well as bounded operators on a single space.

In a one-particle problem with Hamiltonian $H_0$ and a fixed complex energy $z$ outside the spectrum of $H_0$, one reads $g$ as $(z-H_0)^{-1}$. Define

$$T=V(1-gV)^{-1},\qquad G=(1-gV)^{-1}g,\qquad t=W(1-GW)^{-1}.$$

$T$ is the T-matrix of $V$ alone, $G$ is the propagator dressed by $V$, and $t$ is the T-matrix of $W$ for a particle that travels with $G$. If $1-gV$ and $1-g(V+W)$ are invertible, then $1-GW$ is invertible too, and the equation

$$X=(V+W)+(V+W)gX$$

has exactly one solution,

$$X=T+(1+Tg)\,t\,(1+gT).$$

For finite matrices $1-gV=g\,(z-H_0-V)$, so the first hypothesis says that $z$ is not an eigenvalue of $H_0+V$. The second says the same of $H_0+V+W$.

## Adding a defect to a solved host

Suppose that a code for non-interacting electrons in a finite basis has already solved a host with potential $V$ and now adds a defect $W$. The formula lets it keep $T$ and $G$ and compute only $t$. If $W$ acts on a few orbitals, $t$ is confined to the same orbitals, and the inversion needs only that block of $G$. The factors $1+Tg$ and $1+gT$ then carry the result back to the full basis.

The distorted-wave Born approximation replaces $t$ by $W$. A code that makes this replacement commits the error

$$(1+Tg)\,WGt\,(1+gT),$$

which is an exact expression and not an estimate of leading order.

## From one potential to two

**One potential.** Write $i=(1-gV)^{-1}$, so that $T=Vi$. From $(1-gV)i=1$ follows $i=1+gVi=1+gT$. Multiplying by $V$ from the left gives

$$T=V+VgT,$$

so $T$ solves the Lippmann-Schwinger equation for $V$.

For uniqueness, let $X=V+VgX$, that is, $(1-Vg)X=V$. The factor $1+Tg$ is a left inverse of $1-Vg$:

$$(1+Vig)(1-Vg)=1-Vg+Vi(1-gV)g=1-Vg+Vg=1.$$

Hence $X=(1+Vig)V=V(1+igV)$. Since $i(1-gV)=1$ means $1+igV=i$, this is $X=Vi=T$.

**The dressed propagator.** Multiplying $i=1+gT$ by $g$ from the right gives

$$G=g+gTg.$$

**Invertibility of $1-GW$.** Insert $1=i(1-gV)$:

$$1-GW=i(1-gV)-igW=i\,\bigl(1-g(V+W)\bigr).$$

Because $i$ is invertible, the left side is invertible exactly when $1-g(V+W)$ is. Thus $t$ is well defined, and the one-potential result, applied to $G$ and $W$, gives $t=W+WGt$.

**Two potentials.** Put $X=T+(1+Tg)t(1+gT)$. Then

$$1+gX=\bigl[1+g(1+Tg)t\bigr](1+gT).$$

Apply $W$ from the left. Since $g(1+Tg)=G$,

$$W(1+gX)=(W+WGt)(1+gT)=t(1+gT).$$

Apply $V$ from the left. Since $V(1+gT)=T$ and $Vg(1+Tg)=(V+VgT)g=Tg$,

$$V(1+gX)=T+Tg\,t(1+gT).$$

The sum of the two lines is

$$(V+W)(1+gX)=T+(1+Tg)t(1+gT)=X,$$

which is the equation for the total potential. By the one-potential result with $V+W$ in place of $V$, its solution is unique.

**Dressing in two stages.** The factorisation of $1-GW$ also gives

$$(1-GW)^{-1}G=\bigl(1-g(V+W)\bigr)^{-1}(1-gV)\,(1-gV)^{-1}g=\bigl(1-g(V+W)\bigr)^{-1}g.$$

Dressing $g$ by $V$ and then by $W$ is the same as dressing it by $V+W$ at once.

**The Born error.** Subtracting $W$ from $t=W+WGt$ leaves $t-W=WGt$. Placing this between $1+Tg$ and $1+gT$ gives the error stated above.

## The Lean file

```lean
import Mathlib

namespace TwoPotentialFormula

noncomputable section

variable {R : Type*} [Ring R]

/-- The T-matrix `V (1 - g V)⁻¹` of a potential `V` with propagator `g`. -/
def tMatrix (g V : R) : R := V * Ring.inverse (1 - g * V)

/-- The Green's function `(1 - g V)⁻¹ g` obtained by dressing `g` with the potential `V`. -/
def dressedGreen (g V : R) : R := Ring.inverse (1 - g * V) * g

/-- If `1 - g V` is invertible, the Lippmann-Schwinger equation `X = V + V g X` holds
exactly when `X` is the T-matrix of `V`. -/
theorem lippmann_schwinger_iff (g V : R) (h : IsUnit (1 - g * V)) (X : R) :
    X = V + V * g * X ↔ X = tMatrix g V := by
  have h1 := Ring.mul_inverse_cancel _ h
  have h2 := Ring.inverse_mul_cancel _ h
  unfold tMatrix
  generalize Ring.inverse (1 - g * V) = i at h1 h2 ⊢
  constructor
  · intro hX
    -- multiply the equation by `1 + T g`, the inverse of `1 - V g`
    linear_combination (norm := noncomm_ring)
      (1 + V * i * g) * hX - V * h2 * (g * X) - V * h2
  · intro hX
    rw [hX]
    linear_combination (norm := noncomm_ring) V * h1

/-- If `1 - g V` is invertible, the dressed Green's function is the free one plus a single
scattering by the full T-matrix: `G = g + g T g`. -/
theorem dressedGreen_eq (g V : R) (h : IsUnit (1 - g * V)) :
    dressedGreen g V = g + g * tMatrix g V * g := by
  have h1 := Ring.mul_inverse_cancel _ h
  unfold dressedGreen tMatrix
  generalize Ring.inverse (1 - g * V) = i at h1 ⊢
  linear_combination (norm := noncomm_ring) h1 * g

/-- If `1 - g V` is invertible, the operator `1 - G W` for the second potential factors through the
operator `1 - g (V + W)` for the total potential. -/
theorem one_sub_dressed_mul (g V W : R) (h : IsUnit (1 - g * V)) :
    1 - dressedGreen g V * W = Ring.inverse (1 - g * V) * (1 - g * (V + W)) := by
  have h2 := Ring.inverse_mul_cancel _ h
  unfold dressedGreen
  generalize Ring.inverse (1 - g * V) = i at h2 ⊢
  linear_combination (norm := noncomm_ring) -h2

/-- With `1 - g V` invertible, `1 - G W` is invertible exactly when `1 - g (V + W)` is. -/
theorem isUnit_dressed_iff (g V W : R) (h : IsUnit (1 - g * V)) :
    IsUnit (1 - dressedGreen g V * W) ↔ IsUnit (1 - g * (V + W)) := by
  have h1 := Ring.mul_inverse_cancel _ h
  have h2 := Ring.inverse_mul_cancel _ h
  have hi : IsUnit (Ring.inverse (1 - g * V)) := ⟨⟨_, _, h2, h1⟩, rfl⟩
  rw [one_sub_dressed_mul g V W h]
  constructor
  · intro hu
    have hm := h.mul hu
    rwa [← mul_assoc, h1, one_mul] at hm
  · intro hu
    exact hi.mul hu

/-- If `1 - g V` and `1 - g (V + W)` are invertible, dressing the propagator with `V` and then with
`W` gives the same Green's function as dressing it with `V + W` at once. -/
theorem dressedGreen_dressedGreen (g V W : R) (h : IsUnit (1 - g * V))
    (hU : IsUnit (1 - g * (V + W))) :
    dressedGreen (dressedGreen g V) W = dressedGreen g (V + W) := by
  have hj := Ring.inverse_mul_cancel _ ((isUnit_dressed_iff g V W h).2 hU)
  have hk := Ring.mul_inverse_cancel _ hU
  have hfac := one_sub_dressed_mul g V W h
  change Ring.inverse (1 - dressedGreen g V * W) * (Ring.inverse (1 - g * V) * g)
    = Ring.inverse (1 - g * (V + W)) * g
  generalize Ring.inverse (1 - dressedGreen g V * W) = j at hj ⊢
  rw [hfac] at hj
  generalize Ring.inverse (1 - g * (V + W)) = k at hk ⊢
  generalize Ring.inverse (1 - g * V) = i at hj ⊢
  -- both sides are compared with `j i (1 - g (V + W)) k g`
  linear_combination (norm := noncomm_ring) hj * (k * g) - j * i * hk * g

/-- Two-potential formula: if `1 - g V` and `1 - g (V + W)` are invertible, the T-matrix of `V + W`
is that of `V` plus the T-matrix of `W` in the dressed medium, placed between the distortion factors
`1 + T g` and `1 + g T`. -/
theorem tMatrix_add (g V W : R) (h : IsUnit (1 - g * V))
    (hU : IsUnit (1 - g * (V + W))) :
    tMatrix g (V + W) = tMatrix g V + (1 + tMatrix g V * g) *
      tMatrix (dressedGreen g V) W * (1 + g * tMatrix g V) := by
  have hT := (lippmann_schwinger_iff g V h _).2 rfl
  have ht := (lippmann_schwinger_iff (dressedGreen g V) W
    ((isUnit_dressed_iff g V W h).2 hU) _).2 rfl
  have hG := dressedGreen_eq g V h
  -- it suffices that the right-hand side solves the equation for `V + W`
  symm
  apply (lippmann_schwinger_iff g (V + W) hU _).1
  generalize tMatrix (dressedGreen g V) W = t at ht ⊢
  rw [hG] at ht
  generalize tMatrix g V = T at hT ht ⊢
  linear_combination (norm := noncomm_ring)
    hT + hT * (g * t * (1 + g * T)) + ht * (1 + g * T)

/-- If `1 - g V` and `1 - g (V + W)` are invertible, then so is `1 - G W`, and the
two-potential expression is the one and only solution of the Lippmann-Schwinger equation
for the total potential `V + W`. -/
theorem two_potential_formula (g V W : R) (h : IsUnit (1 - g * V))
    (hU : IsUnit (1 - g * (V + W))) :
    IsUnit (1 - dressedGreen g V * W) ∧
    ∀ X : R, X = (V + W) + (V + W) * g * X ↔
      X = tMatrix g V + (1 + tMatrix g V * g) *
        tMatrix (dressedGreen g V) W * (1 + g * tMatrix g V) := by
  refine ⟨(isUnit_dressed_iff g V W h).2 hU, fun X => ?_⟩
  rw [← tMatrix_add g V W h hU]
  exact lippmann_schwinger_iff g (V + W) hU X

/-- The distorted-wave Born approximation replaces `t` by `W` in the two-potential formula; if `1 -
g V` and `1 - g (V + W)` are invertible, its error (exact minus approximate) is exactly `(1 + T g) W
G t (1 + g T)`. -/
theorem distorted_wave_born_error (g V W : R) (h : IsUnit (1 - g * V))
    (hU : IsUnit (1 - g * (V + W))) :
    tMatrix g (V + W) -
        (tMatrix g V + (1 + tMatrix g V * g) * W * (1 + g * tMatrix g V)) =
      (1 + tMatrix g V * g) *
        (W * dressedGreen g V * tMatrix (dressedGreen g V) W) * (1 + g * tMatrix g V) := by
  have ht := (lippmann_schwinger_iff (dressedGreen g V) W
    ((isUnit_dressed_iff g V W h).2 hU) _).2 rfl
  rw [tMatrix_add g V W h hU]
  generalize tMatrix (dressedGreen g V) W = t at ht ⊢
  generalize dressedGreen g V = G at ht ⊢
  generalize tMatrix g V = T
  linear_combination (norm := noncomm_ring) (1 + T * g) * ht * (1 + g * T)

/-- A two-level instance: for `g = diag(1, 2)`, a hopping potential `V` and an on-site
potential `W`, both invertibility conditions hold and `V`, `W` do not commute. -/
theorem two_potential_witness :
    IsUnit (1 - !![1, 0; 0, 2] * !![0, 1; 1, 0] : Matrix (Fin 2) (Fin 2) ℚ) ∧
    IsUnit (1 - !![1, 0; 0, 2] * (!![0, 1; 1, 0] + !![1, 0; 0, 0]) :
      Matrix (Fin 2) (Fin 2) ℚ) ∧
    (!![0, 1; 1, 0] * !![1, 0; 0, 0] : Matrix (Fin 2) (Fin 2) ℚ) ≠
      !![1, 0; 0, 0] * !![0, 1; 1, 0] := by
  refine ⟨?_, ?_, ?_⟩
  · rw [Matrix.isUnit_iff_isUnit_det, isUnit_iff_ne_zero, Matrix.det_fin_two]
    norm_num [Matrix.mul_apply, Fin.sum_univ_succ]
  · rw [Matrix.isUnit_iff_isUnit_det, isUnit_iff_ne_zero, Matrix.det_fin_two]
    norm_num [Matrix.mul_apply, Fin.sum_univ_succ]
  · intro h
    have h01 := congrFun (congrFun h 0) 1
    norm_num [Matrix.mul_apply, Fin.sum_univ_succ] at h01

end

end TwoPotentialFormula
```

```lean
#print axioms TwoPotentialFormula.dressedGreen_dressedGreen
-- 'TwoPotentialFormula.dressedGreen_dressedGreen' depends on axioms: [propext, Classical.choice, Quot.sound]
#print axioms TwoPotentialFormula.two_potential_formula
-- 'TwoPotentialFormula.two_potential_formula' depends on axioms: [propext, Classical.choice, Quot.sound]
#print axioms TwoPotentialFormula.distorted_wave_born_error
-- 'TwoPotentialFormula.distorted_wave_born_error' depends on axioms: [propext, Classical.choice, Quot.sound]
```

## How the Lean statement maps to the scattering problem

The variable `R` with `[Ring R]` is the algebra of operators, and `g`, `V` and `W` are arbitrary elements of it. Neither Hermiticity nor any relation between `g` and a Hamiltonian is assumed. The definition `tMatrix g V` is $T$ and `dressedGreen g V` is $G$; in both, the propagator is the first argument. Consequently $t$ appears as `tMatrix (dressedGreen g V) W`, the same definition with another propagator. The sign convention is that of $T=V+VgT$, which fits $g=(z-H_0)^{-1}$. For a code that stores $(H_0-z)^{-1}$, $g$ is minus the stored matrix.

The hypotheses `h` and `hU` state that $1-gV$ and $1-g(V+W)$ are units, meaning that they have two-sided inverses. The theorem `two_potential_formula` then has two parts: $1-GW$ is a unit, and for every `X` the full Lippmann-Schwinger equation holds if and only if `X` equals the two-potential expression. The equivalence contains both the existence of the solution and its uniqueness.

The last theorem, `two_potential_witness`, gives a two-level example with rational entries: $g=\mathrm{diag}(1,2)$, a hopping potential $V$ and an on-site potential $W$. The determinants of $1-gV$ and $1-g(V+W)$ are $-1$ and $-2$, so both hypotheses are met, and $VW\neq WV$. The formula therefore applies to potentials that do not commute.

## How the proof follows the algebra

Six of the nine proofs use `generalize` to replace an inverse, a T-matrix or a propagator by a plain letter, and keep only the equations about it that are needed. The tactic `linear_combination (norm := noncomm_ring)` then takes known equations, multiplied from the left or right by stated factors, and checks by expansion that they add up to the goal. The order of the factors is respected throughout.

- `lippmann_schwinger_iff` is the one-potential result. In the uniqueness direction, the coefficient `(1 + V * i * g)` is the left inverse $1+Tg$. The two terms with `h2` are the two uses of $i(1-gV)=1$ in the derivation.
- `dressedGreen_eq` is $G=g+gTg$, obtained from $(1-gV)i=1$ multiplied by $g$ from the right.
- `one_sub_dressed_mul` is the factorisation of $1-GW$. `isUnit_dressed_iff` turns it into an equivalence: one direction multiplies by $1-gV$ from the left, the other uses that a product of units is a unit.
- `dressedGreen_dressedGreen` is the dressing in two stages. It compares both sides with a product that contains $1-g(V+W)$ next to its inverse.
- `tMatrix_add` carries the main calculation. It first reduces the claim to showing that the two-potential expression solves the equation for $V+W$. The final combination uses `hT`, the equation for $T$, twice, as in the line for $V(1+gX)$. It uses `ht`, the equation for $t$, once, multiplied by $1+gT$, as in the line for $W(1+gX)$.
- `two_potential_formula` joins this identity to the uniqueness result for $V+W$.
- `distorted_wave_born_error` puts the equation for $t$ between the two distortion factors.

## A host eigenvalue that spoils the route through $V$

The condition on $1-gV$ is needed even when the total problem is harmless. Take the rational numbers as the ring, with $g=1$, $V=1$ and $W=-1$. Then $V+W=0$ and $1-g(V+W)=1$, so the full equation reads $X=0$. But $1-gV=0$, and the equation for $V$ alone, $X=1+X$, has no solution. Physically, the energy sits on an eigenvalue of the host that the second potential removes. `Ring.inverse` returns $0$ for an element without an inverse, so the Lean expression for the right-hand side evaluates to $-1$ instead of the correct $0$.

The neighbourhood of this point matters in floating-point work. With $V=1-\varepsilon$ for a small $\varepsilon>0$, and $g$ and $W$ as before, both hypotheses hold and the formula is exact:

$$\frac{1-\varepsilon}{\varepsilon}-\frac{1}{\varepsilon(1+\varepsilon)}=-\frac{\varepsilon}{1+\varepsilon}.$$

Two terms of size $1/\varepsilon$ cancel to leave a result of size $\varepsilon$. A code that goes through $T$ can lose most of its digits here, while the direct route, once the sum $V+W=-\varepsilon$ is given, divides only by the harmless number $1+\varepsilon$.

## Exact identities, without rounding or continuum limits

The theorems establish exact identities in a ring. They give no bound on rounding errors or condition numbers, and no criterion for when the distorted-wave Born error is small. Such a criterion needs a norm and a bound on the whole error term, including its outer factors $1+Tg$ and $1+gT$.

In scattering theory, the name "two-potential formula" usually refers to transition amplitudes between distorted waves. The operator identity is the algebraic core of that result: acting on a free state $\phi$, $1+gT=(1-gV)^{-1}$ produces the solution of $\psi=\phi+gV\psi$, which becomes the wave distorted by $V$ in the limit where $z$ approaches the energy of $\phi$. Passing to amplitudes also requires the limit of $z$ onto the real axis inside a continuous spectrum, where $g$ is no longer a bounded operator on the original Hilbert space, together with the boundary conditions for incoming and outgoing waves. Unbounded potentials and the long-range Coulomb tail need separate analysis as well. For a finite matrix model at an energy that meets both hypotheses, the identity applies as it stands.
